# The Hall integral of a periodic C¹ mean-free-path curve equals its signed area

To get the weak-field Hall conductivity of a two-dimensional metal, a semiclassical transport code can go round the Fermi line, tabulate the mean-free-path vector \(\mathbf l = \mathbf v\tau\) (velocity times relaxation time), and accumulate \(l_x\,dl_y\). A code that returns the signed area swept by \(\mathbf l\) instead relies on the two quantities being equal. For a single Fermi line in the relaxation-time picture, they are equal if \(\mathbf l\) is a C¹ periodic function of the line parameter.

## From the line integral to the area

Write \(x=l_x\) and \(y=l_y\); these are mean-free-path components, not positions. Let \(s\) be the parameter along the Fermi line, \(T\) its period and a prime \(d/ds\). Define

\[
H=\int_0^T x y'\,ds,\qquad A=\frac12\int_0^T (x y'-y x')\,ds .
\]

Since \((xy)'=xy'+yx'\), the integrand of \(H\) is \(xy'=\tfrac12(xy'-yx')+\tfrac12(xy)'\). Integration gives, for any C¹ arc,

\[
H=A+\tfrac12\,[x(T)y(T)-x(0)y(0)] .
\]

Periodicity removes the endpoint term, so \(H=A\).

Under a linear map \(X=ax+by\), \(Y=cx+dy\), the terms in \(xx'\) and \(yy'\) cancel:

\[
XY'-YX'=(ad-bc)(xy'-yx').
\]

The Hall integral of a periodic curve is therefore multiplied by the determinant. Exchanging the axes has determinant \(-1\) and reverses its sign.

For \(x=r\cos\theta\), \(y=r\sin\theta\),

\[
x'=r'\cos\theta-r\theta'\sin\theta,\qquad y'=r'\sin\theta+r\theta'\cos\theta .
\]

The \(r'\) terms cancel in \(xy'-yx'\), leaving \(r^2\theta'(\cos^2\theta+\sin^2\theta)=r^2\theta'\). Hence \(H=\tfrac12\int_0^T r^2\theta'\,ds\) for a periodic curve.

If \(r\) is a nonzero constant, periodicity gives equal cosines and equal sines of \(\theta(T)\) and \(\theta(0)\), so

\[
\cos(\theta(T)-\theta(0))=\cos^2\theta(0)+\sin^2\theta(0)=1 .
\]

The angle thus advances by \(2\pi w\) with \(w\) an integer, and \(H=\tfrac12 r^2\cdot 2\pi w=\pi w r^2\). The unit circle traversed once anticlockwise gives \(\pi\); stretching its axes by \(a\) and \(b\) gives \(\pi ab\) for the ellipse \((a\cos s,b\sin s)\).

## The Lean definitions and proofs

`hallIntegral x y T` is \(H\) and `sweptArea x y T` is \(A\), both with true derivatives `deriv`. `ContDiff ℝ 1` says that a function is C¹ on the whole real line, and `Function.Periodic x T` says that \(x(s+T)=x(s)\) for every \(s\). Where the polar theorems assume periodicity, they impose it on the components, so \(\theta\) may wind.

```lean
import Mathlib

open Real

namespace OngAreaTheorem

noncomputable section

/-- The Hall integral `∫ l_x l_y' ds` over the parameter range from `0` to `T`, for a
mean-free-path curve with components `x` and `y`. -/
def hallIntegral (x y : ℝ → ℝ) (T : ℝ) : ℝ :=
  ∫ s in (0 : ℝ)..T, x s * deriv y s

/-- The signed area `½ ∫ (l_x l_y' - l_y l_x') ds` swept by the mean-free-path vector with
components `x` and `y` as the parameter runs from `0` to `T`. -/
def sweptArea (x y : ℝ → ℝ) (T : ℝ) : ℝ :=
  (∫ s in (0 : ℝ)..T, (x s * deriv y s - y s * deriv x s)) / 2

/-- For any C¹ arc, closed or open, the Hall integral is the swept area plus half the change
of `l_x l_y` between the endpoints. -/
theorem hallIntegral_eq_area_add_boundary {x y : ℝ → ℝ} (T : ℝ)
    (hx : ContDiff ℝ 1 x) (hy : ContDiff ℝ 1 y) :
    hallIntegral x y T = sweptArea x y T + (x T * y T - x 0 * y 0) / 2 := by
  obtain ⟨dx, cx⟩ := contDiff_one_iff_deriv.1 hx
  obtain ⟨dy, cy⟩ := contDiff_one_iff_deriv.1 hy
  have h1 : IntervalIntegrable (fun s => x s * deriv y s) MeasureTheory.volume 0 T :=
    (dx.continuous.mul cy).intervalIntegrable _ _
  have h2 : IntervalIntegrable (fun s => y s * deriv x s) MeasureTheory.volume 0 T :=
    (dy.continuous.mul cx).intervalIntegrable _ _
  -- the derivative of `l_x l_y` integrates to the change of `l_x l_y` between the endpoints
  have h : ∫ s in (0 : ℝ)..T, (x s * deriv y s + y s * deriv x s)
      = x T * y T - x 0 * y 0 :=
    intervalIntegral.integral_eq_sub_of_hasDerivAt (f := fun s => x s * y s)
      (fun s _ => ((dx s).hasDerivAt.fun_mul (dy s).hasDerivAt).congr_deriv (by ring))
      (h1.add h2)
  rw [intervalIntegral.integral_add h1 h2] at h
  unfold hallIntegral sweptArea
  rw [intervalIntegral.integral_sub h1 h2]
  linarith

/-- **Geometric part of Ong's area theorem.** For a C¹ mean-free-path curve of period `T`, the Hall
integral over one period is the signed area swept by the mean-free-path vector. -/
theorem ong_area {x y : ℝ → ℝ} {T : ℝ} (hx : ContDiff ℝ 1 x) (hy : ContDiff ℝ 1 y)
    (px : Function.Periodic x T) (py : Function.Periodic y T) :
    hallIntegral x y T = sweptArea x y T := by
  have ex : x T = x 0 := by simpa using px 0
  have ey : y T = y 0 := by simpa using py 0
  rw [hallIntegral_eq_area_add_boundary T hx hy, ex, ey]
  ring

/-- A linear map of the mean-free-path plane multiplies the Hall integral of a C¹ periodic
curve by the determinant of the map. -/
theorem hallIntegral_linear {x y : ℝ → ℝ} {T : ℝ} (a b c d : ℝ)
    (hx : ContDiff ℝ 1 x) (hy : ContDiff ℝ 1 y)
    (px : Function.Periodic x T) (py : Function.Periodic y T) :
    hallIntegral (fun s => a * x s + b * y s) (fun s => c * x s + d * y s) T
      = (a * d - b * c) * hallIntegral x y T := by
  have hl (p q : ℝ) : ContDiff ℝ 1 (fun s => p * x s + q * y s) :=
    (contDiff_const.mul hx).add (contDiff_const.mul hy)
  have pl (p q : ℝ) : Function.Periodic (fun s => p * x s + q * y s) T :=
    fun s => by simp only [px s, py s]
  have dl (p q s : ℝ) : deriv (fun s => p * x s + q * y s) s
      = p * deriv x s + q * deriv y s :=
    ((((contDiff_one_iff_deriv.1 hx).1 s).hasDerivAt.const_mul p).fun_add
      (((contDiff_one_iff_deriv.1 hy).1 s).hasDerivAt.const_mul q)).deriv
  rw [ong_area (hl a b) (hl c d) (pl a b) (pl c d), ong_area hx hy px py]
  unfold sweptArea
  rw [← mul_div_assoc, ← intervalIntegral.integral_const_mul]
  congr 1
  -- the area element itself scales with the determinant
  apply intervalIntegral.integral_congr
  intro s _
  dsimp only
  rw [dl, dl]
  ring

/-- Exchanging the two axes reverses the sign of the Hall integral of a C¹ periodic curve. -/
theorem hallIntegral_antisymm {x y : ℝ → ℝ} {T : ℝ}
    (hx : ContDiff ℝ 1 x) (hy : ContDiff ℝ 1 y)
    (px : Function.Periodic x T) (py : Function.Periodic y T) :
    hallIntegral y x T = -hallIntegral x y T := by
  simpa using hallIntegral_linear 0 1 1 0 hx hy px py

/-- In polar form, with differentiable length `r` and angle `θ`, the swept area is
`½ ∫ r² θ' ds`. -/
theorem sweptArea_polar {r θ : ℝ → ℝ} (T : ℝ)
    (hr : Differentiable ℝ r) (hθ : Differentiable ℝ θ) :
    sweptArea (fun s => r s * Real.cos (θ s)) (fun s => r s * Real.sin (θ s)) T
      = (∫ s in (0 : ℝ)..T, r s ^ 2 * deriv θ s) / 2 := by
  unfold sweptArea
  congr 1
  apply intervalIntegral.integral_congr
  intro s _
  have hX : deriv (fun s => r s * Real.cos (θ s)) s
      = deriv r s * Real.cos (θ s) + r s * (-Real.sin (θ s) * deriv θ s) :=
    ((hr s).hasDerivAt.fun_mul (hθ s).hasDerivAt.cos).deriv
  have hY : deriv (fun s => r s * Real.sin (θ s)) s
      = deriv r s * Real.sin (θ s) + r s * (Real.cos (θ s) * deriv θ s) :=
    ((hr s).hasDerivAt.fun_mul (hθ s).hasDerivAt.sin).deriv
  dsimp only
  rw [hX, hY]
  -- the terms with `r'` cancel
  linear_combination r s ^ 2 * deriv θ s * Real.sin_sq_add_cos_sq (θ s)

/-- For a periodic mean-free-path vector with C¹ length `r` and C¹ angle `θ`, the Hall integral
over one period is `½ ∫ r² θ' ds`. -/
theorem ong_area_polar {r θ : ℝ → ℝ} {T : ℝ} (hr : ContDiff ℝ 1 r) (hθ : ContDiff ℝ 1 θ)
    (px : Function.Periodic (fun s => r s * Real.cos (θ s)) T)
    (py : Function.Periodic (fun s => r s * Real.sin (θ s)) T) :
    hallIntegral (fun s => r s * Real.cos (θ s)) (fun s => r s * Real.sin (θ s)) T
      = (∫ s in (0 : ℝ)..T, r s ^ 2 * deriv θ s) / 2 := by
  rw [ong_area (hr.mul hθ.cos) (hr.mul hθ.sin) px py]
  exact sweptArea_polar T (contDiff_one_iff_deriv.1 hr).1 (contDiff_one_iff_deriv.1 hθ).1

/-- If the mean free path has constant length `r` and its C¹ angle advances by `w` full turns,
the Hall integral is `π w r²`. -/
theorem hallIntegral_circle {θ : ℝ → ℝ} {T : ℝ} (r : ℝ) (w : ℤ) (hθ : ContDiff ℝ 1 θ)
    (hw : θ T = θ 0 + w * (2 * π)) :
    hallIntegral (fun s => r * Real.cos (θ s)) (fun s => r * Real.sin (θ s)) T
      = π * w * r ^ 2 := by
  obtain ⟨dθ, cθ⟩ := contDiff_one_iff_deriv.1 hθ
  have turn : ∫ s in (0 : ℝ)..T, deriv θ s = θ T - θ 0 :=
    intervalIntegral.integral_eq_sub_of_hasDerivAt (fun s _ => (dθ s).hasDerivAt)
      (cθ.intervalIntegrable _ _)
  rw [hallIntegral_eq_area_add_boundary T (contDiff_const.mul hθ.cos)
      (contDiff_const.mul hθ.sin),
    sweptArea_polar (r := fun _ => r) T (differentiable_const r) dθ,
    intervalIntegral.integral_const_mul, turn, hw,
    Real.cos_add_int_mul_two_pi, Real.sin_add_int_mul_two_pi]
  ring

/-- For a periodic mean-free-path vector of constant length `r ≠ 0` and C¹ angle `θ`, the angle
advances by an integer number `w` of turns per period, and the Hall integral is `π w r²`. -/
theorem hallIntegral_winding {θ : ℝ → ℝ} {T r : ℝ} (hr : r ≠ 0) (hθ : ContDiff ℝ 1 θ)
    (px : Function.Periodic (fun s => r * Real.cos (θ s)) T)
    (py : Function.Periodic (fun s => r * Real.sin (θ s)) T) :
    ∃ w : ℤ, θ T = θ 0 + w * (2 * π) ∧
      hallIntegral (fun s => r * Real.cos (θ s)) (fun s => r * Real.sin (θ s)) T
        = π * w * r ^ 2 := by
  have ex := px 0
  have ey := py 0
  dsimp only at ex ey
  rw [zero_add] at ex ey
  have hc := mul_left_cancel₀ hr ex
  have hs := mul_left_cancel₀ hr ey
  -- equal directions at both ends: the turning angle has cosine one
  have h1 : Real.cos (θ T - θ 0) = 1 := by
    rw [Real.cos_sub, hc, hs]
    linear_combination Real.sin_sq_add_cos_sq (θ 0)
  obtain ⟨w, hw⟩ := (Real.cos_eq_one_iff _).1 h1
  have hw' : θ T = θ 0 + w * (2 * π) := by linarith
  exact ⟨w, hw', hallIntegral_circle r w hθ hw'⟩

/-- For the elliptical mean-free-path curve `(a cos s, b sin s)`, the Hall integral over one
turn is `π a b`. -/
theorem hallIntegral_ellipse (a b : ℝ) :
    hallIntegral (fun s => a * Real.cos s) (fun s => b * Real.sin s) (2 * π) = π * a * b := by
  have circle : hallIntegral Real.cos Real.sin (2 * π) = π := by
    simpa using hallIntegral_circle (θ := fun s => s) (T := 2 * π) 1 1 contDiff_id (by simp)
  -- stretch the unit circle along the two axes
  have h := hallIntegral_linear a 0 0 b Real.contDiff_cos Real.contDiff_sin
    Real.cos_periodic Real.sin_periodic
  simp only [zero_mul, add_zero, zero_add, sub_zero] at h
  rw [h, circle]
  ring

end

end OngAreaTheorem
```

```lean
#print axioms OngAreaTheorem.hallIntegral_linear
#print axioms OngAreaTheorem.ong_area_polar
#print axioms OngAreaTheorem.hallIntegral_winding
#print axioms OngAreaTheorem.hallIntegral_ellipse
```

```
'OngAreaTheorem.hallIntegral_linear' depends on axioms: [propext, Classical.choice, Quot.sound]
'OngAreaTheorem.ong_area_polar' depends on axioms: [propext, Classical.choice, Quot.sound]
'OngAreaTheorem.hallIntegral_winding' depends on axioms: [propext, Classical.choice, Quot.sound]
'OngAreaTheorem.hallIntegral_ellipse' depends on axioms: [propext, Classical.choice, Quot.sound]
```

`hallIntegral_eq_area_add_boundary` applies the fundamental theorem of calculus to \(xy\), splits the integrals, and lets `linarith` combine them. `ong_area` then equates the endpoint values. In `hallIntegral_linear`, `integral_congr` reduces the claim to the integrands, where `ring` checks the determinant identity; `hallIntegral_antisymm` is its axis-exchange case.

`sweptArea_polar` computes the two derivatives and closes with \(\sin^2\theta+\cos^2\theta=1\); `ong_area_polar` combines it with `ong_area`. `hallIntegral_circle` takes the number of turns as given and integrates \(\theta'\), while `hallIntegral_winding` obtains that integer from `Real.cos_eq_one_iff`. `hallIntegral_ellipse` applies the linear map to the unit circle.

## Smooth curves, signed areas and the transport equation

The equality holds for every C¹ periodic curve, including one that crosses itself. The area is signed: loops traversed in opposite senses contribute with opposite signs, and a region encircled twice in the same sense counts twice. A code must therefore keep the sign and traverse every Fermi line with the filled states on the same side, say the left. For circular pockets with constant \(\tau\), going anticlockwise in \(\mathbf k\) round both kinds would give electrons and holes the same Hall sign. If `T` spans several circuits, all of them are counted.

In the polar theorems `r` may be negative, in which case the length is \(|r|\). The condition `r ≠ 0` in `hallIntegral_winding` is there because a zero vector puts no constraint on its angle.

The theorems compare two integrals along the same curve. They do not compare the curve with a finite table of \(\mathbf l\) vectors, so they give no bound on the discretisation error. A jump in \(\tau\) at a point of the Fermi line where \(\mathbf v\neq 0\) makes \(\mathbf l\) discontinuous and violates the C¹ hypothesis.

`ong_area` is the geometric part of Ong's result. That the weak-field Hall conductivity is proportional to the magnetic field times \(H\) comes from the Boltzmann equation and is an input here.
